# The first three Legendre polynomials from the Rodrigues formula

For a particle in a central potential, a state with definite orbital quantum number l and zero magnetic quantum number depends on the polar angle θ through the Legendre polynomial of order l in x = cos θ. The polynomials are defined here by the Rodrigues formula: the `n`-th derivative of (x² − 1)ⁿ, divided by 2ⁿ n!. The theorem says that for every real x the first three take the values 1, x and (3x² − 1)/2. These are not normalised to unit square integral on [−1, 1]; the normalised functions would be 1/√2, √(3/2) x and √(5/8) (3x² − 1). In the proof, `h1` and `h2` restate the definition for orders one and two, with the repeated derivative written as one or two applications of `derivative`. `simp` then evaluates each polynomial at x, after differentiating for orders one and two, and `ring` finishes the algebra for order two.

The first attempt, which Lean rejects:

```lean
import Mathlib

open scoped Polynomial
open Polynomial (X C eval derivative eval_mul eval_pow eval_smul eval_add eval_X)

namespace LegendrePLow

noncomputable section

/-- The Legendre polynomial of order `n`, given by the Rodrigues formula. -/
def legendreP (n : ℕ) : ℝ[X] :=
  ((2 ^ n * (n.factorial : ℝ))⁻¹) • derivative^[n] ((X ^ 2 - 1) ^ n)

/-- The first three Legendre polynomials are `1`, `x` and `(3x² - 1)/2`. -/
theorem legendreP_low (x : ℝ) : eval x (legendreP 0) = 1 ∧ eval x (legendreP 1) = x ∧
    eval x (legendreP 2) = (3 * x ^ 2 - 1) / 2 := by
  have h1 : legendreP 1 = ((2 ^ 1 * (Nat.factorial 1 : ℝ))⁻¹) •
      derivative ((X ^ 2 - 1) ^ 1) := rfl
  have h2 : legendreP 2 = ((2 ^ 2 * (Nat.factorial 2 : ℝ))⁻¹) •
      derivative (derivative ((X ^ 2 - 1) ^ 2)) := rfl
  refine ⟨by simp [legendreP], ?_, ?_⟩
  · simp [h1]
  · simp [h2, Polynomial.derivative_pow, Nat.factorial]
    ring

end

end LegendrePLow
```

Compiling this gives:

```
Main.lean:22:2: error: unsolved goals
case refine_1
x : ℝ
h1 : legendreP 1 = (2 ^ 1 * ↑(Nat.factorial 1))⁻¹ • derivative ((X ^ 2 - 1) ^ 1)
h2 : legendreP 2 = (2 ^ 2 * ↑(Nat.factorial 2))⁻¹ • derivative (derivative ((X ^ 2 - 1) ^ 2))
⊢ 2⁻¹ * ((1 + 1) * x) = x
```

The only error is in the order-one case. There `simp [h1]` carries out the differentiation and the evaluation at `x`, but stops at `2⁻¹ * ((1 + 1) * x) = x`. This remaining goal is true, since the factor `1 + 1` is 2 and cancels the `2⁻¹`. However, `simp` has left the sum `1 + 1` as it stands, so the cancellation does not take place and the goal stays open. Lean therefore reports `unsolved goals` for `refine_1`.

The repair adds `ring` after `simp [h1]`. This tactic normalises both sides as algebraic expressions, including their numerical coefficients: it adds `1 + 1`, multiplies the result by `2⁻¹` to get 1, and is left with `x` on each side. That closes the goal, and nothing else in the proof needs to change.

The repair, with which the file compiles:

```diff
@@ -21,4 +21,5 @@
   refine ⟨by simp [legendreP], ?_, ?_⟩
   · simp [h1]
+    ring
   · simp [h2, Polynomial.derivative_pow, Nat.factorial]
     ring
```
